# A uniform twist about z mixes exchange with Dzyaloshinskii–Moriya coupling in an open XY spin chain

Reverse the sign of the Dzyaloshinskii–Moriya (DM) term along \(z\) in a simulation of an open XY chain with equal couplings on every bond, and no energy level changes. Someone who doesn't know this may take correct energies as evidence that the sign is correct. The identity below accounts for the agreement, and gives a comparison of matrices that does see the sign.

## The rotated Hamiltonian

The chain has sites \(a=0,\dots,N\), hence \(N\) bonds, with spin matrices \(S^x_a,S^y_a,S^z_a\) in units where \(\hbar=1\). Define the exchange, the DM coupling along \(z\), and the generator of the twist:

\[
P=\sum_{a=0}^{N-1}\left(S^x_aS^x_{a+1}+S^y_aS^y_{a+1}\right),\qquad
Q=\sum_{a=0}^{N-1}\left(S^x_aS^y_{a+1}-S^y_aS^x_{a+1}\right),
\]
\[
G=\sum_{a=0}^{N}(a+1)\,S^z_a .
\]

For real \(K\) and \(f\), and \(W=e^{-ifG}\),

\[
W\,(K P)\,W^{-1}=K\cos f\;P+K\sin f\;Q .
\]

Here \(K\) is the exchange strength and \(f\) is the difference in twist angle between neighbouring sites. The DM term stands for the antisymmetric exchange that spin–orbit coupling can produce on a bond without an inversion centre at its midpoint, if no other symmetry forbids it.

## Removing the DM term in a code

Given an exchange \(J\) and a DM coupling \(D\), both uniform, set \(K=\sqrt{J^2+D^2}\) and choose \(f\) with \(K\cos f=J\) and \(K\sin f=D\). A code can then diagonalise \(KP\) in place of \(JP+DQ\). In the usual \(S^z\) basis \(P\) is real and \(Q\) is imaginary, so the replacement allows real arithmetic. For this finite open XY chain, the energies depend on \(J\) and \(D\) only through \(K\).

The eigenvectors change in general. If \(KPv=Ev\) with \(v\neq0\), then \(Wv\) is an eigenvector of \(JP+DQ\) with the same energy. A code that skips this last multiplication reports correct energies and, in general, wrong spin correlations.

To check the sign of a DM routine, compare the two sides of the identity as matrices, at values where \(K\sin f\,Q\neq0\). Comparing their eigenvalues is not enough.

## From commutators to the rotation

On each site \([S^z_a,S^x_a]=iS^y_a\) and \([S^z_a,S^y_a]=-iS^x_a\), while \(S^z_b\) commutes with \(S^x_a\) and \(S^y_a\) for \(b\ne a\). Only one term of \(G\) therefore contributes to each commutator:

\[
[G,S^x_a]=i(a+1)S^y_a,\qquad [G,S^y_a]=-i(a+1)S^x_a .
\]

Apply the product rule \([G,AB]=[G,A]B+A[G,B]\) to a bond of \(P\):

\[
\begin{aligned}
[G,S^x_aS^x_{a+1}]&=i(a+1)S^y_aS^x_{a+1}+i(a+2)S^x_aS^y_{a+1},\\
[G,S^y_aS^y_{a+1}]&=-i(a+1)S^x_aS^y_{a+1}-i(a+2)S^y_aS^x_{a+1}.
\end{aligned}
\]

The sum is \(i(S^x_aS^y_{a+1}-S^y_aS^x_{a+1})\), in which the position \(a\) has dropped out of the coefficient. For a bond of \(Q\),

\[
\begin{aligned}
[G,S^x_aS^y_{a+1}]&=i(a+1)S^y_aS^y_{a+1}-i(a+2)S^x_aS^x_{a+1},\\
[G,S^y_aS^x_{a+1}]&=-i(a+1)S^x_aS^x_{a+1}+i(a+2)S^y_aS^y_{a+1},
\end{aligned}
\]

and the difference is \(-i(S^x_aS^x_{a+1}+S^y_aS^y_{a+1})\). Summing over bonds gives

\[
[G,P]=iQ,\qquad [G,Q]=-iP .
\]

For \(s=\pm1\), put \(X_s=P+isQ\). Then \([G,X_s]=iQ+sP=sX_s\), so \([-ifG,X_s]=-ifs\,X_s\).

Whenever \([A,X]=cX\), we have \(AX=X(A+c)\), hence \(A^kX=X(A+c)^k\) for every \(k\). Summing the exponential series gives \(e^AX=Xe^{A+c}=e^cXe^A\), that is, \(e^AXe^{-A}=e^cX\). With \(A=-ifG\) this becomes

\[
WX_sW^{-1}=e^{-ifs}X_s .
\]

Since \(P=\tfrac12(X_1+X_{-1})\),

\[
WPW^{-1}=\tfrac12e^{-if}(P+iQ)+\tfrac12e^{if}(P-iQ)=\cos f\,P+\sin f\,Q .
\]

Multiplication by \(K\) gives the identity. The characteristic polynomials agree because, for any matrix \(H\),

\[
\det(x-WHW^{-1})=\det\!\left(W(x-H)W^{-1}\right)=\det(x-H).
\]

## The Lean source

```lean
import Mathlib

open Matrix
open Complex (I)
open scoped Kronecker

namespace DzyaloshinskiiMoriya

noncomputable section

variable {n ι : Type*} [Fintype n] [DecidableEq n] {N : ℕ}

/-- Spin components on a set of sites: Sz obeys the angular momentum commutators with Sx and Sy
of its own site (ħ = 1) and commutes with Sx and Sy of every other site. -/
structure SpinFamily (Sx Sy Sz : ι → Matrix n n ℂ) : Prop where
  yz : ∀ a, Sy a * Sz a - Sz a * Sy a = I • Sx a
  zx : ∀ a, Sz a * Sx a - Sx a * Sz a = I • Sy a
  comm_x : ∀ a b, b ≠ a → Sz b * Sx a = Sx a * Sz b
  comm_y : ∀ a b, b ≠ a → Sz b * Sy a = Sy a * Sz b

/-- The generator Σ a Sz_a, with sites labelled from 1. -/
def gen (Sz : Fin (N + 1) → Matrix n n ℂ) : Matrix n n ℂ :=
  ∑ a : Fin (N + 1), (((a : ℕ) : ℂ) + 1) • Sz a

/-- The twist W = exp(-i f Σ a Sz_a), with sites labelled from 1. -/
def twist (Sz : Fin (N + 1) → Matrix n n ℂ) (f : ℝ) : Matrix n n ℂ :=
  NormedSpace.exp ((-(I * f)) • gen Sz)

/-- The XY exchange summed over the bonds of the open chain. -/
def exchange (Sx Sy : Fin (N + 1) → Matrix n n ℂ) : Matrix n n ℂ :=
  ∑ a : Fin N, (Sx a.castSucc * Sx a.succ + Sy a.castSucc * Sy a.succ)

/-- The Dzyaloshinskii-Moriya coupling along z summed over the bonds of the open chain. -/
def dm (Sx Sy : Fin (N + 1) → Matrix n n ℂ) : Matrix n n ℂ :=
  ∑ a : Fin N, (Sx a.castSucc * Sy a.succ - Sy a.castSucc * Sx a.succ)

/-- The exponential of a matrix times its inverse is the identity. -/
theorem exp_mul_inv (A : Matrix n n ℂ) :
    NormedSpace.exp A * (NormedSpace.exp A)⁻¹ = 1 := by
  have e : NormedSpace.exp A * NormedSpace.exp (-A) = 1 := by
    rw [← Matrix.exp_add_of_commute _ _ (Commute.refl A).neg_right, add_neg_cancel,
      NormedSpace.exp_zero]
  rw [Matrix.inv_eq_right_inv e]
  exact e

/-- The exponential series of a matrix converges to its exponential. -/
theorem exp_hasSum (M : Matrix n n ℂ) :
    HasSum (fun k : ℕ => (k.factorial : ℂ)⁻¹ • M ^ k) (NormedSpace.exp M) := by
  let : NormedRing (Matrix n n ℂ) := Matrix.linftyOpNormedRing
  let : NormedAlgebra ℂ (Matrix n n ℂ) := Matrix.linftyOpNormedAlgebra
  have hM := NormedSpace.exp_series_hasSum_exp' (𝕂 := ℂ) M
  exact hM

/-- If [A, X] = c X, then conjugating X by exp(A) multiplies it by exp(c). -/
theorem exp_conj_eigen {A X : Matrix n n ℂ} {c : ℂ} (h : A * X - X * A = c • X) :
    NormedSpace.exp A * X * (NormedSpace.exp A)⁻¹ = Complex.exp c • X := by
  have hs : SemiconjBy X (A + c • (1 : Matrix n n ℂ)) A := by
    change X * (A + c • (1 : Matrix n n ℂ)) = A * X
    rw [mul_add, mul_smul_comm, mul_one, ← h]
    abel
  have hp : ∀ k : ℕ, A ^ k * X = X * (A + c • (1 : Matrix n n ℂ)) ^ k :=
    fun k => (hs.pow_right k).eq.symm
  -- moving X through the exponential series shifts A by c
  have h1 : NormedSpace.exp A * X = X * NormedSpace.exp (A + c • (1 : Matrix n n ℂ)) := by
    have hA := (exp_hasSum A).mul_right X
    have hB := (exp_hasSum (A + c • (1 : Matrix n n ℂ))).mul_left X
    exact hA.unique (by simpa only [smul_mul_assoc, mul_smul_comm, hp] using hB)
  have h2 : NormedSpace.exp (c • (1 : Matrix n n ℂ)) = Complex.exp c • 1 := by
    have hA := exp_hasSum (c • (1 : Matrix n n ℂ))
    have hB := (NormedSpace.exp_series_hasSum_exp' (𝕂 := ℂ) c).smul_const (1 : Matrix n n ℂ)
    rw [Complex.exp_eq_exp_ℂ]
    exact hA.unique (by simpa only [smul_pow, one_pow, smul_assoc] using hB)
  rw [h1, Matrix.exp_add_of_commute _ _ ((Commute.one_right A).smul_right c), h2,
    mul_smul_comm, mul_one, mul_smul_comm, smul_mul_assoc, mul_assoc, exp_mul_inv, mul_one]

/-- If [G, P] = iQ and [G, Q] = -iP, then conjugation by exp(-i f G) rotates P towards Q by
the angle f. -/
theorem exp_rotates {G P Q : Matrix n n ℂ} (hP : G * P - P * G = I • Q)
    (hQ : G * Q - Q * G = (-I) • P) (f : ℝ) :
    NormedSpace.exp ((-(I * f)) • G) * P * (NormedSpace.exp ((-(I * f)) • G))⁻¹
      = (Real.cos f : ℂ) • P + (Real.sin f : ℂ) • Q := by
  have hI : ∀ M : Matrix n n ℂ, (I * I) • M = (-1 : ℂ) • M := fun M => by
    rw [Complex.I_mul_I]
  -- the combinations P ± iQ acquire opposite phases
  have lad : ∀ s : ℂ, s * s = 1 →
      NormedSpace.exp ((-(I * f)) • G) * (P + (s * I) • Q)
        * (NormedSpace.exp ((-(I * f)) • G))⁻¹
        = Complex.exp (-(I * f) * s) • (P + (s * I) • Q) := by
    intro s hs
    have hs' : (s * s) • Q = (1 : ℂ) • Q := by rw [hs]
    apply exp_conj_eigen
    simp only [mul_add, add_mul, smul_mul_assoc, mul_smul_comm]
    linear_combination (norm := module) (-(I * f)) • hP + (-(I * f) * s * I) • hQ
      - (-(I * f) * s) • hI P - (-(I * f) * I) • hs'
  have p := lad 1 (by norm_num)
  have m := lad (-1) (by norm_num)
  have ep : Complex.exp (-(I * f) * 1) = Real.cos f - Real.sin f * I := by
    rw [show -(I * (f : ℂ)) * 1 = (-(f : ℂ)) * I by ring, Complex.exp_mul_I,
      Complex.cos_neg, Complex.sin_neg]
    push_cast
    ring
  have em : Complex.exp (-(I * f) * (-1)) = Real.cos f + Real.sin f * I := by
    rw [show -(I * (f : ℂ)) * (-1) = (f : ℂ) * I by ring, Complex.exp_mul_I]
    push_cast
    ring
  rw [ep, mul_add, add_mul, mul_smul_comm, smul_mul_assoc] at p
  rw [em, mul_add, add_mul, mul_smul_comm, smul_mul_assoc] at m
  linear_combination (norm := module)
    (1 / 2 : ℂ) • p + (1 / 2 : ℂ) • m - (Real.sin f : ℂ) • hI Q

/-- For a spin family, the generator Σ a Sz_a turns the exchange into i times the
Dzyaloshinskii-Moriya coupling, and that coupling into -i times the exchange, under the commutator.
-/
theorem gen_comm {Sx Sy Sz : Fin (N + 1) → Matrix n n ℂ} (h : SpinFamily Sx Sy Sz) :
    gen Sz * exchange Sx Sy - exchange Sx Sy * gen Sz = I • dm Sx Sy ∧
    gen Sz * dm Sx Sy - dm Sx Sy * gen Sz = (-I) • exchange Sx Sy := by
  -- only the term of site a contributes to a commutator with a spin at a
  have site : ∀ (X : Matrix n n ℂ) a, (∀ b, b ≠ a → Sz b * X = X * Sz b) →
      gen Sz * X - X * gen Sz = (((a : ℕ) : ℂ) + 1) • (Sz a * X - X * Sz a) := by
    intro X a hc
    unfold gen
    rw [Finset.sum_mul, Finset.mul_sum, ← Finset.sum_sub_distrib, Finset.sum_eq_single a]
    · rw [smul_mul_assoc, mul_smul_comm, ← smul_sub]
    · intro b _ hb
      rw [smul_mul_assoc, mul_smul_comm, hc b hb, sub_self]
    · intro ha
      exact absurd (Finset.mem_univ a) ha
  have hx : ∀ a, gen Sz * Sx a - Sx a * gen Sz = ((((a : ℕ) : ℂ) + 1) * I) • Sy a := fun a => by
    rw [site _ a (h.comm_x a), h.zx, smul_smul]
  have hy : ∀ a, gen Sz * Sy a - Sy a * gen Sz = (-((((a : ℕ) : ℂ) + 1) * I)) • Sx a :=
    fun a => by
      rw [site _ a (h.comm_y a), ← neg_sub, h.yz, smul_neg, smul_smul, neg_smul]
  have hp : ∀ A B : Matrix n n ℂ, gen Sz * (A * B) - A * B * gen Sz
      = (gen Sz * A - A * gen Sz) * B + A * (gen Sz * B - B * gen Sz) := fun A B => by
    noncomm_ring
  have c1 : ∀ a : Fin N, ((a.succ : ℕ) : ℂ) = ((a : ℕ) : ℂ) + 1 := fun a => Nat.cast_succ (a : ℕ)
  have c2 : ∀ a : Fin N, ((a.castSucc : ℕ) : ℂ) = ((a : ℕ) : ℂ) := fun _ => rfl
  unfold exchange dm
  constructor
  · rw [Finset.mul_sum, Finset.sum_mul, ← Finset.sum_sub_distrib, Finset.smul_sum]
    refine Finset.sum_congr rfl fun a _ => ?_
    rw [mul_add, add_mul, add_sub_add_comm, hp, hp, hx, hx, hy, hy, c1, c2]
    simp only [smul_mul_assoc, mul_smul_comm]
    module
  · rw [Finset.mul_sum, Finset.sum_mul, ← Finset.sum_sub_distrib, Finset.smul_sum]
    refine Finset.sum_congr rfl fun a _ => ?_
    rw [mul_sub, sub_mul, sub_sub_sub_comm, hp, hp, hx, hx, hy, hy, c1, c2]
    simp only [smul_mul_assoc, mul_smul_comm]
    module

/-- For a spin family, conjugating an open XY chain with exchange K by W = exp(-i f Σ a Sz_a) gives
exchange K cos f and Dzyaloshinskii-Moriya coupling K sin f. -/
theorem twist_exchange {Sx Sy Sz : Fin (N + 1) → Matrix n n ℂ} (h : SpinFamily Sx Sy Sz)
    (K f : ℝ) :
    twist Sz f * ((K : ℂ) • exchange Sx Sy) * (twist Sz f)⁻¹
      = ((K * Real.cos f : ℝ) : ℂ) • exchange Sx Sy
        + ((K * Real.sin f : ℝ) : ℂ) • dm Sx Sy := by
  have r := exp_rotates (gen_comm h).1 (gen_comm h).2 f
  unfold twist
  rw [mul_smul_comm, smul_mul_assoc, r]
  push_cast
  module

/-- For a spin family, the open chain with exchange K cos f and Dzyaloshinskii-Moriya coupling K sin
f has the characteristic polynomial of the XY chain with exchange K. -/
theorem dm_charpoly {Sx Sy Sz : Fin (N + 1) → Matrix n n ℂ} (h : SpinFamily Sx Sy Sz)
    (K f : ℝ) :
    (((K * Real.cos f : ℝ) : ℂ) • exchange Sx Sy
        + ((K * Real.sin f : ℝ) : ℂ) • dm Sx Sy).charpoly
      = ((K : ℂ) • exchange Sx Sy).charpoly := by
  have hW : twist Sz f * (twist Sz f)⁻¹ = 1 := exp_mul_inv _
  rw [← twist_exchange h]
  exact Matrix.charpoly_units_conj ⟨twist Sz f, (twist Sz f)⁻¹, hW, mul_eq_one_comm.mp hW⟩ _

/-- A one-spin matrix A placed on the first or on the second of two sites. -/
def onPair (A : Matrix (Fin 2) (Fin 2) ℂ) : Fin 2 → Matrix (Fin 2 × Fin 2) (Fin 2 × Fin 2) ℂ :=
  ![A ⊗ₖ 1, 1 ⊗ₖ A]

/-- Two spins one-half, given by halved Pauli matrices on a tensor product, form a spin family. -/
theorem spinFamily_witness :
    SpinFamily (onPair !![0, 1 / 2; 1 / 2, 0]) (onPair !![0, -I / 2; I / 2, 0])
      (onPair !![1 / 2, 0; 0, -1 / 2]) := by
  -- a commutator of one-spin matrices carries over to each site
  have same : ∀ A B C : Matrix (Fin 2) (Fin 2) ℂ, A * B - B * A = I • C →
      ∀ a, onPair A a * onPair B a - onPair B a * onPair A a = I • onPair C a := by
    intro A B C h
    have he : ∀ i k, (A * B) i k - (B * A) i k = I * C i k := fun i k => congrFun₂ h i k
    refine Fin.forall_fin_two.2 ⟨?_, ?_⟩
    · change (A ⊗ₖ 1) * (B ⊗ₖ 1) - (B ⊗ₖ 1) * (A ⊗ₖ 1) = I • (C ⊗ₖ 1)
      rw [← Matrix.mul_kronecker_mul, ← Matrix.mul_kronecker_mul, mul_one]
      ext ⟨i, j⟩ ⟨k, l⟩
      simp only [Matrix.sub_apply, Matrix.smul_apply, Matrix.kroneckerMap_apply, smul_eq_mul]
      linear_combination ((1 : Matrix (Fin 2) (Fin 2) ℂ) j l) * he i k
    · change (1 ⊗ₖ A) * (1 ⊗ₖ B) - (1 ⊗ₖ B) * (1 ⊗ₖ A) = I • (1 ⊗ₖ C)
      rw [← Matrix.mul_kronecker_mul, ← Matrix.mul_kronecker_mul, mul_one]
      ext ⟨i, j⟩ ⟨k, l⟩
      simp only [Matrix.sub_apply, Matrix.smul_apply, Matrix.kroneckerMap_apply, smul_eq_mul]
      linear_combination ((1 : Matrix (Fin 2) (Fin 2) ℂ) i k) * he j l
  have diff : ∀ A B : Matrix (Fin 2) (Fin 2) ℂ, ∀ a b, b ≠ a →
      onPair A b * onPair B a = onPair B a * onPair A b := by
    intro A B
    have h1 : (A ⊗ₖ 1) * (1 ⊗ₖ B) = (1 ⊗ₖ B) * (A ⊗ₖ 1) := by
      simp only [← Matrix.mul_kronecker_mul, mul_one, one_mul]
    have h2 : (1 ⊗ₖ A) * (B ⊗ₖ 1) = (B ⊗ₖ 1) * (1 ⊗ₖ A) := by
      simp only [← Matrix.mul_kronecker_mul, mul_one, one_mul]
    exact Fin.forall_fin_two.2
      ⟨Fin.forall_fin_two.2 ⟨fun h => absurd rfl h, fun _ => h2⟩,
        Fin.forall_fin_two.2 ⟨fun _ => h1, fun h => absurd rfl h⟩⟩
  refine ⟨same _ _ _ ?_, same _ _ _ ?_, diff _ _, diff _ _⟩ <;>
    ext i j <;> fin_cases i <;> fin_cases j <;> simp [Complex.ext_iff] <;> norm_num

end

end DzyaloshinskiiMoriya
```

```lean
#print axioms DzyaloshinskiiMoriya.twist_exchange
#print axioms DzyaloshinskiiMoriya.dm_charpoly
```

```
'DzyaloshinskiiMoriya.twist_exchange' depends on axioms: [propext, Classical.choice, Quot.sound]
'DzyaloshinskiiMoriya.dm_charpoly' depends on axioms: [propext, Classical.choice, Quot.sound]
```

## Spins, sites and signs in Lean

`twist_exchange` says: for any matrices forming a `SpinFamily` on `N + 1` sites, and any real `K` and `f`, conjugating `K` times `exchange` by `twist Sz f` gives the stated combination of `exchange` and `dm`. These two names are \(P\) and \(Q\), without coupling constants; `exchange` is the XY part only. `gen` is \(G\) and `twist` is \(W\).

The letter `N` counts bonds. Lean numbers the sites from 0, and `gen` adds 1 to each index, which gives the weights \(1,\dots,N+1\) of a chain labelled from 1. On bond `a`, `a.castSucc` is the left site and `a.succ` the right one. With `N = 0` there is a single site, and both sides of the identity are zero.

The spins are complex matrices of one common finite size, all acting on the state space of the whole chain. `SpinFamily` asks for the two on-site commutators that involve \(S^z\), which say that \(S^z\) generates rotations about \(z\), and for \(S^z\) of one site to commute with \(S^x\) and \(S^y\) of the others, which says that it rotates only its own spin. The spin length is free and may differ between sites. Neither \([S^x,S^y]=iS^z\) nor Hermiticity is assumed, so the inverse is written as a matrix inverse. For Hermitian \(S^z\), \(W\) is unitary and a code may use the conjugate transpose.

`dm_charpoly` states that the two Hamiltonians have the same characteristic polynomial, hence the same eigenvalues with the same algebraic multiplicities. Using it at \(f\) and at \(-f\) gives the insensitivity to the DM sign.

## How the lemmas carry the calculation

`exp_mul_inv` shows that the exponential times its matrix inverse is the identity, and `exp_hasSum` supplies the convergent series. `exp_conj_eigen` is the step from \([A,X]=cX\) to the factor \(e^c\): `hp` moves \(X\) through each power, and uniqueness of the sum carries this over to the exponential.

`exp_rotates` treats \(X_{1}\) and \(X_{-1}\) together in `lad`. Its final `linear_combination` takes half the sum of the two results.

In `gen_comm`, `site` discards the terms of \(G\) from other sites, `hx` and `hy` are the single-spin commutators, and `hp` is the product rule. `module` then collects the coefficients on each bond, where \(a+2\) and \(a+1\) leave 1. `twist_exchange` puts the commutators into the rotation, and `dm_charpoly` uses the invariance of the characteristic polynomial under conjugation.

`spinFamily_witness` verifies the hypotheses for two spins one-half, built from halved Pauli matrices with Kronecker products. For longer chains or larger spins, the four conditions have to be checked for the matrices that the code builds.

## Limits for simulations and materials

The theorems concern an open chain with one \(K\) and one \(f\) for all bonds. They contain no \(zz\) coupling, no magnetic field, no bond-dependent couplings and no bond closing the chain into a ring. They also say nothing about rounding errors in a computed \(W\).

The step from this model to a magnet is a physical assumption: that its spins interact only along such a chain, with every DM vector along the same \(z\) axis.
